# A spherically symmetric equilibrium displacement outside a sphere in a homogeneous, isotropic, linearly elastic medium without body forces is $a r + b/r^2$, and one that decays at infinity has zero dilatation

Take a spherical quantum dot, with the same misfit in all directions, in an infinite, homogeneous, isotropic, linearly elastic matrix. If I estimate the band-edge shift in the matrix from the size of the radial strain alone, I get a hydrostatic shift that should not be there. The matrix is clearly strained, since its radial and hoop strains are both nonzero, but I have been told that they cancel in the trace. The claim is that every twice differentiable radial displacement $u(r)$ obeying, at all radii outside the sphere,

$$u'' + \frac{2u'}{r} - \frac{2u}{r^2} = 0$$

has the form $a r + b/r^2$ with unique real $a$ and $b$, that its dilatation $u' + 2u/r$ is the constant $3a$, and that the decaying field outside the sphere is therefore pure shear. Can this be derived without guessing the form of the solution, and can the whole argument be stated and checked in Lean?

## Two integrations and the field outside the sphere

Yes to both. The equation can be integrated twice, and each integration produces one of the constants.

Let $R \ge 0$ and suppose that the equation holds for all $r > R$. For a radial displacement, the strain tensor in the local spherical frame is diagonal, with radial entry $u'$ and two hoop entries $u/r$. Its trace is the dilatation

$$e(r) = u'(r) + \frac{2u(r)}{r}.$$

Differentiating with the quotient rule gives

$$e' = u'' + \frac{2u'}{r} - \frac{2u}{r^2} = 0.$$

The force balance is thus the statement that the dilatation has zero gradient. Since the radii $r > R$ form an interval, $e$ is constant there. Call the constant $3a$.

For the second integration, multiply $u' + 2u/r = 3a$ by $r^2$:

$$r^2 u' + 2 r u = 3 a r^2.$$

The left side is $(r^2 u)'$ and the right side is $(a r^3)'$, so $r^2 u - a r^3$ has zero derivative and equals a constant $b$. Dividing by $r^2$ gives

$$u(r) = a r + \frac{b}{r^2}.$$

For uniqueness, suppose that $a' r + b'/r^2$ describes the same displacement. Here $a'$ and $b'$ are new constants, not derivatives. Multiplying by $r^2$ gives $a' r^3 + b' = a r^3 + b$ for all $r > R$. Subtract this relation at $r = R+1$ from the same relation at $r = R+2$:

$$(a' - a)\left[(R+2)^3 - (R+1)^3\right] = (a' - a)(3R^2 + 9R + 7) = 0.$$

The second factor is positive, so $a' = a$, and then $b' = b$.

Conversely, $u = a r + b/r^2$ has $u' = a - 2b/r^3$ and $u'' = 6b/r^4$. Inserting these gives

$$\frac{6b}{r^4} + \frac{2a}{r} - \frac{4b}{r^4} - \frac{2a}{r} - \frac{2b}{r^4} = 0,$$

so every choice of $a$ and $b$ is an equilibrium field.

Now let $u \to 0$ as $r \to \infty$. From $a = u/r - b/r^3$, where both terms on the right tend to zero, it follows that $a = 0$. What remains is $u = b/r^2$, with strain

$$\mathrm{diag}\left(-\frac{2b}{r^3},\ \frac{b}{r^3},\ \frac{b}{r^3}\right).$$

Its trace is zero, which is the meaning of pure shear here; the unstrained case $b = 0$ is included. The volume displaced through a concentric sphere, to first order in the displacement, is $4\pi r^2 u = 4\pi b$, the same at every radius.

Suppose that a spherical dot sits in an infinite, homogeneous, isotropic, linearly elastic matrix and that the displacement around it is radial, depends only on $r$ and vanishes far from the dot. The hydrostatic deformation-potential term, which is proportional to the trace of the strain, then vanishes outside the dot. This conclusion does not cover a misfit that differs between directions. The shear strain outside the dot can still split the valence bands.

## The Lean file

```lean
import Mathlib

open Filter Topology

namespace MisfittingSphere

noncomputable section

/-- The strain tensor of a radial displacement `u` in the local spherical frame:
one radial component `u'` and two equal hoop components `u / r`. -/
def strain (u : ℝ → ℝ) (r : ℝ) : Matrix (Fin 3) (Fin 3) ℝ :=
  Matrix.diagonal ![deriv u r, u r / r, u r / r]

/-- The dilatation is the trace of the strain tensor. -/
def dilatation (u : ℝ → ℝ) (r : ℝ) : ℝ := (strain u r).trace

/-- A twice differentiable radial displacement in elastic equilibrium at all radii `r > R`. -/
structure IsEquilibrium (R : ℝ) (u : ℝ → ℝ) : Prop where
  diff : ∀ r > R, DifferentiableAt ℝ u r
  diff_deriv : ∀ r > R, DifferentiableAt ℝ (deriv u) r
  balance : ∀ r > R, deriv (deriv u) r + 2 * deriv u r / r - 2 * u r / r ^ 2 = 0

/-- The dilatation of a radial displacement is `u' + 2u/r`. -/
theorem dilatation_eq (u : ℝ → ℝ) (r : ℝ) :
    dilatation u r = deriv u r + 2 * u r / r := by
  rw [dilatation, strain, Matrix.trace_diagonal, Fin.sum_univ_three]
  change deriv u r + u r / r + u r / r = _
  ring

/-- A function whose derivative vanishes at all radii `r > R` takes one value there. -/
theorem eq_of_hasDerivAt_zero {R : ℝ} {f : ℝ → ℝ} (h : ∀ r > R, HasDerivAt f 0 r)
    {r s : ℝ} (hr : R < r) (hs : R < s) : f r = f s :=
  isOpen_Ioi.is_const_of_deriv_eq_zero isPreconnected_Ioi
    (fun x hx => (h x hx).differentiableAt.differentiableWithinAt)
    (fun x hx => (h x hx).deriv) hr hs

/-- In elastic equilibrium at all `r > R`, with `R ≥ 0`, the dilatation is the same at any two radii
greater than `R`. -/
theorem dilatation_const {R : ℝ} {u : ℝ → ℝ} (hR : 0 ≤ R) (h : IsEquilibrium R u)
    {r s : ℝ} (hr : R < r) (hs : R < s) : dilatation u r = dilatation u s := by
  rw [dilatation_eq, dilatation_eq]
  refine eq_of_hasDerivAt_zero (f := fun x => deriv u x + 2 * u x / x) ?_ hr hs
  intro x hx
  have hx0 : x ≠ 0 := (lt_of_le_of_lt hR hx).ne'
  -- the force balance is exactly the derivative of the dilatation
  have hd := (h.diff_deriv x hx).hasDerivAt.fun_add
    (((h.diff x hx).hasDerivAt.const_mul 2).fun_div (hasDerivAt_id' x) hx0)
  refine hd.congr_deriv (Eq.trans ?_ (h.balance x hx))
  field_simp
  ring

/-- For `R ≥ 0`, a radial displacement in equilibrium at all `r > R` equals `a r + b / r²` there for
exactly one pair `(a, b)`, and its dilatation is the constant `3a`. -/
theorem equilibrium_displacement {R : ℝ} {u : ℝ → ℝ} (hR : 0 ≤ R) (h : IsEquilibrium R u) :
    ∃! p : ℝ × ℝ, ∀ r > R, u r = p.1 * r + p.2 / r ^ 2 ∧ dilatation u r = 3 * p.1 := by
  have h1 : R + 1 > R := by linarith
  have h2 : R + 2 > R := by linarith
  obtain ⟨a, ha⟩ : ∃ a, ∀ r > R, dilatation u r = 3 * a :=
    ⟨dilatation u (R + 1) / 3, fun r hr => by linarith [dilatation_const hR h hr h1]⟩
  -- second integration: r² u - a r³ is constant
  obtain ⟨b, hb⟩ : ∃ b, ∀ r > R, r ^ 2 * u r - a * r ^ 3 = b := by
    refine ⟨(R + 1) ^ 2 * u (R + 1) - a * (R + 1) ^ 3, fun r hr => ?_⟩
    refine eq_of_hasDerivAt_zero (f := fun x => x ^ 2 * u x - a * x ^ 3) ?_ hr h1
    intro x hx
    have hx0 : x ≠ 0 := (lt_of_le_of_lt hR hx).ne'
    have e2 : HasDerivAt (fun y : ℝ => y ^ 2) (2 * x) x := by
      simpa using hasDerivAt_pow 2 x
    have e3 : HasDerivAt (fun y : ℝ => y ^ 3) (3 * x ^ 2) x := by
      simpa using hasDerivAt_pow 3 x
    refine ((e2.fun_mul (h.diff x hx).hasDerivAt).fun_sub (e3.const_mul a)).congr_deriv ?_
    have hd := ha x hx
    rw [dilatation_eq] at hd
    have hm : x * deriv u x + 2 * u x = x * (deriv u x + 2 * u x / x) := by
      field_simp
    rw [hd] at hm
    linear_combination x * hm
  refine ⟨(a, b), fun r hr => ⟨?_, ha r hr⟩, ?_⟩
  · have hr0 : r ≠ 0 := (lt_of_le_of_lt hR hr).ne'
    change u r = a * r + b / r ^ 2
    rw [← hb r hr]
    field_simp
    ring
  · -- two radii determine both constants
    rintro ⟨a', b'⟩ h'
    have key : ∀ r > R, a' * r ^ 3 + b' = r ^ 2 * u r := by
      intro r hr
      have hr0 : r ≠ 0 := (lt_of_le_of_lt hR hr).ne'
      have hu : u r = a' * r + b' / r ^ 2 := (h' r hr).1
      rw [hu]
      field_simp
    have hD : 3 * R ^ 2 + 9 * R + 7 ≠ 0 := by positivity
    have haa : a' = a := by
      apply mul_right_cancel₀ hD
      linear_combination key (R + 2) h2 + hb (R + 2) h2 - key (R + 1) h1 - hb (R + 1) h1
    have hbb : b' = b := by
      linear_combination key (R + 1) h1 + hb (R + 1) h1 - (R + 1) ^ 3 * haa
    rw [haa, hbb]

/-- The radial derivative of `a r + b / r²` is `a - 2b / r³`. -/
theorem hasDerivAt_displacement (a b : ℝ) {r : ℝ} (hr : r ≠ 0) :
    HasDerivAt (fun x => a * x + b / x ^ 2) (a - 2 * b / r ^ 3) r := by
  have e2 : HasDerivAt (fun y : ℝ => y ^ 2) (2 * r) r := by
    simpa using hasDerivAt_pow 2 r
  refine (((hasDerivAt_id' r).const_mul a).fun_add
    ((hasDerivAt_const r b).fun_div e2 (pow_ne_zero 2 hr))).congr_deriv ?_
  field_simp
  ring

/-- Conversely, every displacement `a r + b / r²` is in elastic equilibrium at all `r > 0`. -/
theorem displacement_isEquilibrium (a b : ℝ) :
    IsEquilibrium 0 (fun r => a * r + b / r ^ 2) := by
  have second : ∀ r > (0 : ℝ),
      HasDerivAt (deriv (fun x => a * x + b / x ^ 2)) (6 * b / r ^ 4) r := by
    intro r hr
    have e3 : HasDerivAt (fun y : ℝ => y ^ 3) (3 * r ^ 2) r := by
      simpa using hasDerivAt_pow 3 r
    have hd : HasDerivAt (fun x => a - 2 * b / x ^ 3) (6 * b / r ^ 4) r := by
      refine ((hasDerivAt_const r a).fun_sub ((hasDerivAt_const r (2 * b)).fun_div e3
        (pow_ne_zero 3 hr.ne'))).congr_deriv ?_
      field_simp
      ring
    refine hd.congr_of_eventuallyEq ?_
    filter_upwards [lt_mem_nhds hr] with x hx
    exact (hasDerivAt_displacement a b hx.ne').deriv
  refine ⟨fun r hr => (hasDerivAt_displacement a b (ne_of_gt hr)).differentiableAt,
    fun r hr => (second r hr).differentiableAt, fun r hr => ?_⟩
  have hr0 : r ≠ 0 := ne_of_gt hr
  rw [(second r hr).deriv, (hasDerivAt_displacement a b hr0).deriv]
  field_simp
  ring

/-- An equilibrium displacement outside a sphere of radius `R` that decays at infinity is
`b / r²`; its strain is `diag(-2b/r³, b/r³, b/r³)` and its dilatation vanishes. -/
theorem exterior_pure_shear {R : ℝ} {u : ℝ → ℝ} (hR : 0 ≤ R) (h : IsEquilibrium R u)
    (hdecay : Tendsto u atTop (𝓝 0)) :
    ∃ b : ℝ, ∀ r > R, u r = b / r ^ 2 ∧
      strain u r = Matrix.diagonal ![-2 * b / r ^ 3, b / r ^ 3, b / r ^ 3] ∧
      dilatation u r = 0 := by
  obtain ⟨⟨a, b⟩, hp, -⟩ := equilibrium_displacement hR h
  have hu : ∀ r > R, u r = a * r + b / r ^ 2 := fun r hr => (hp r hr).1
  have hdil : ∀ r > R, dilatation u r = 3 * a := fun r hr => (hp r hr).2
  -- decay at infinity removes the linear part
  have hlim : Tendsto (fun r : ℝ => u r * r⁻¹ - b * r⁻¹ ^ 3) atTop
      (𝓝 (0 * 0 - b * 0 ^ 3)) :=
    (hdecay.mul tendsto_inv_atTop_zero).sub ((tendsto_inv_atTop_zero.pow 3).const_mul b)
  have he : (fun _ : ℝ => a) =ᶠ[atTop] (fun r : ℝ => u r * r⁻¹ - b * r⁻¹ ^ 3) := by
    filter_upwards [eventually_gt_atTop R] with r hr
    have hr0 : r ≠ 0 := (lt_of_le_of_lt hR hr).ne'
    rw [hu r hr]
    field_simp
    ring
  have ha : a = 0 := by
    simpa using tendsto_nhds_unique (tendsto_const_nhds.congr' he) hlim
  have hub : ∀ r > R, u r = b / r ^ 2 := fun r hr => by rw [hu r hr, ha]; ring
  refine ⟨b, fun r hr => ⟨hub r hr, ?_, by rw [hdil r hr, ha, mul_zero]⟩⟩
  have hoop : u r / r = b / r ^ 3 := by
    rw [hub r hr, div_div, ← pow_succ]
  have radial : deriv u r = -2 * b / r ^ 3 := by
    have ht := hdil r hr
    rw [dilatation_eq, ha] at ht
    linear_combination ht - 2 * hoop
  rw [strain, radial, hoop]

/-- For a decaying equilibrium field, the volume `4πr²u` displaced through a concentric sphere
is the same for all spheres of radius larger than `R`. -/
theorem displaced_volume_const {R : ℝ} {u : ℝ → ℝ} (hR : 0 ≤ R) (h : IsEquilibrium R u)
    (hdecay : Tendsto u atTop (𝓝 0)) {r s : ℝ} (hr : R < r) (hs : R < s) :
    4 * Real.pi * r ^ 2 * u r = 4 * Real.pi * s ^ 2 * u s := by
  obtain ⟨b, hb⟩ := exterior_pure_shear hR h hdecay
  have hr0 : r ≠ 0 := (lt_of_le_of_lt hR hr).ne'
  have hs0 : s ≠ 0 := (lt_of_le_of_lt hR hs).ne'
  rw [(hb r hr).1, (hb s hs).1]
  field_simp

end

end MisfittingSphere
```

```lean
#print axioms MisfittingSphere.equilibrium_displacement
#print axioms MisfittingSphere.displacement_isEquilibrium
#print axioms MisfittingSphere.displaced_volume_const
```

```
'MisfittingSphere.equilibrium_displacement' depends on axioms: [propext, Classical.choice, Quot.sound]
'MisfittingSphere.displacement_isEquilibrium' depends on axioms: [propext, Classical.choice, Quot.sound]
'MisfittingSphere.displaced_volume_const' depends on axioms: [propext, Classical.choice, Quot.sound]
```

## Displacement, strain and equilibrium as Lean objects

The displacement is a function `u : ℝ → ℝ` of the radius. Lean requires a value at every real number, but the hypotheses constrain `u` only at radii greater than `R`. Its values inside the sphere and on the surface $r = R$ are left free.

`strain u r` is the $3 \times 3$ diagonal matrix with entries $u'$, $u/r$, $u/r$, the radial direction coming first. This is the small-strain tensor of a radial field, entered as a definition and not derived from a three-dimensional vector field. `dilatation u r` is the trace of that matrix.

`IsEquilibrium R u` collects three conditions for all $r > R$: `u` is differentiable, its derivative is differentiable, and the force balance holds. Continuity of the second derivative is not required. The field `balance` is the physical postulate. It stands for zero net elastic force on each volume element of a homogeneous, isotropic, linearly elastic medium without body forces. The elastic constants enter the radial equation only as a common nonzero factor, which is why none appears in the file.

The main theorem, `equilibrium_displacement`, takes `0 ≤ R` and an equilibrium displacement. It says that there is exactly one pair `p` such that, for every $r > R$, the displacement is `p.1 * r + p.2 / r ^ 2` and the dilatation is `3 * p.1`. Thus `p.1` is $a$ and `p.2` is $b$. The uniqueness is stated for pairs that satisfy both clauses, though its proof uses only the displacement formula.

The converse, `displacement_isEquilibrium`, states that for any $a$ and $b$ the function $a r + b/r^2$ is in equilibrium at all $r > 0$.

`exterior_pure_shear` adds the hypothesis `Tendsto u atTop (𝓝 0)`, which says that the displacement vanishes far from the sphere. This stands for a matrix so large that its outer surface plays no part. The conclusion gives one constant $b$ for which the displacement, the full strain matrix and the zero dilatation hold at every $r > R$. Under the same hypotheses, `displaced_volume_const` says that $4\pi r^2 u(r)$ agrees at any two radii greater than $R$.

The value of $b$ is not determined. It depends on the misfit, the radius of the dot and the elastic constants through the matching conditions at the interface, which are not modelled. Elastic anisotropy, non-spherical inclusions and finite strains are also left out. If the matrix is a finite concentric spherical shell with a spherically symmetric condition at its outer boundary, the same two integrations apply on the bounded interval of radii, a case that the Lean theorems do not state. The condition at the outer boundary then replaces the decay condition. Together with the interface conditions it determines $a$ and $b$, and $a$ need not be zero.

The smallest case is $R = 0$, where the equation holds at every positive radius. The sphere has then shrunk to a point, and $b/r^2$ with $b \neq 0$ is still an allowed field: it diverges at the centre, but the equation is imposed only at $r > 0$. It describes a point source of displacement with the finite displaced volume $4\pi b$.

## How the proof follows the two integrations

`dilatation_eq` expands the trace into its three entries and collects them into $u' + 2u/r$.

`eq_of_hasDerivAt_zero` is the integration step. If a function has derivative zero at every $r > R$, it takes equal values at any two such radii. The proof uses the fact that this set of radii is open and connected. Both integrations call this lemma.

`dilatation_const` is the first integration. The term `hd` differentiates $u' + 2u/r$ by the sum and quotient rules. The step with `congr_deriv` then replaces the resulting derivative by zero: `field_simp` and `ring` identify it with the left side of the force balance, and `h.balance` says that this is zero. The condition `0 ≤ R` ensures that the radius is nonzero wherever it appears in a denominator.

`equilibrium_displacement` begins by choosing $a$ as one third of the dilatation at the reference radius $R + 1$. For the second integration it takes $b$ to be the value of $r^2 u - a r^3$ at that same radius. The product rule gives the derivative of this quantity at $x$ as

$$2x\,u + x^2 u' - 3a x^2.$$

The relation `hm`, after the known dilatation has been inserted, reads $x u' + 2u = 3a x$. Multiplying it by $x$ shows that the derivative vanishes, and this is the step `linear_combination x * hm`. Solving for `u r` then gives the required form.

For uniqueness, `key` is the competing formula multiplied by $r^2$. Its values at $R + 1$ and $R + 2$ are combined with those of `hb`, as in the subtraction above. `hD` records that $3R^2 + 9R + 7$ is nonzero, so this factor can be cancelled to obtain `haa`. The equality of the second constants, `hbb`, follows from the relation at $R + 1$.

`hasDerivAt_displacement` computes $u' = a - 2b/r^3$ for the explicit solution. In `displacement_isEquilibrium`, this formula is differentiated once more to give $6b/r^4$. A second derivative depends on the first derivative throughout a neighbourhood, not just at one point, so `filter_upwards` supplies the formula at all nearby positive radii. Substituting both derivatives into the force balance leaves an algebraic identity.

`exterior_pure_shear` takes $a$ and $b$ from the main theorem and writes the constant $a$ as $u/r - b/r^3$ for large $r$. The limit `hlim` shows that this expression tends to zero. Since limits are unique, $a = 0$. The hoop strain follows by dividing $b/r^2$ by $r$. The radial strain needs no further differentiation: the trace is zero, so $u'$ must be minus twice the hoop strain. The `linear_combination` that closes `radial` expresses this cancellation.

Finally, `displaced_volume_const` inserts $u = b/r^2$ at both radii, where the factors $r^2$ and $s^2$ cancel and leave $4\pi b$ on each side.
